# Repeated linear steps $(1-\tfrac{t}{n}H)^n$ converge to $e^{-tH}$ for every finite matrix $H$

In one family of projector Monte Carlo methods on a discrete set of configurations, walkers with positive or negative sign spawn, die and cancel in short steps of imaginary time $\tau$. The signed population of a configuration is the sum of the signs of its walkers. With a fixed energy shift absorbed into $H$, one step multiplies the vector of mean signed populations by $1-\tau H$. Imaginary-time evolution itself multiplies it by $e^{-\tau H}$. The two matrices agree to first order in $\tau$ but in general differ at second order, and reaching a given total time $t$ with shorter steps takes more of them. Does the accumulated error vanish, and how fast?

For a finite configuration set it vanishes at least as fast as $1/n$, where $n$ is the number of steps and $\tau=t/n$. The finite type `ι` labels the configurations.

```lean
import Mathlib

open Filter Topology Matrix

namespace LinearProjectorLimit

noncomputable section

variable {ι : Type*} [Fintype ι] [DecidableEq ι]
```

## The step, the propagator and the energy estimator

The Hamiltonian is a complex matrix $H$ with entries $H_{ij}$. It need not be Hermitian. Units have $\hbar=1$, so $\tau H$ is dimensionless. One short step is

$$P_\tau = 1-\tau H .$$

```lean
/-- The linear projector `1 - τ H` for one step of imaginary time `τ`. -/
def linearProjector (H : Matrix ι ι ℂ) (τ : ℝ) : Matrix ι ι ℂ := 1 - (τ : ℂ) • H
```

Exact propagation over time $t$ is the matrix exponential $e^{-tH}=\sum_k (-tH)^k/k!$. The time $t$ is any real number, of either sign.

```lean
/-- The exact imaginary-time propagator `exp (-t H)`. -/
def propagator (H : Matrix ι ι ℂ) (t : ℝ) : Matrix ι ι ℂ :=
  NormedSpace.exp ((-(t : ℂ)) • H)
```

An estimate of the energy, measured relative to the shift absorbed into $H$, is obtained by projecting on a trial state $\varphi$:

$$E_\varphi(\psi)=\frac{\langle\varphi|H\psi\rangle}{\langle\varphi|\psi\rangle},\qquad \langle\varphi|\psi\rangle=\sum_i\overline{\varphi_i}\,\psi_i .$$

Neither vector has to be normalised, because a nonzero factor in either one drops out of the ratio. If $\psi$ is an eigenvector of $H$ with nonzero overlap $\langle\varphi|\psi\rangle$, the ratio is exactly its eigenvalue. In Lean, `star φ ⬝ᵥ ψ` is the overlap and `H *ᵥ ψ` is the matrix acting on the vector.

```lean
/-- The mixed estimator `⟨φ|H ψ⟩ / ⟨φ|ψ⟩` of the energy, with trial state `φ`. -/
def mixedEnergy (H : Matrix ι ι ℂ) (φ ψ : ι → ℂ) : ℂ :=
  (star φ ⬝ᵥ (H *ᵥ ψ)) / (star φ ⬝ᵥ ψ)
```

## Measuring errors by absolute row sums

The size of a matrix $A$ is controlled by a number $a$ that bounds every absolute row sum:

$$\sum_j |A_{ij}|\le a\quad\text{for all } i .$$

This is what `RowBound A a` says. The bound depends on the chosen basis, and it also bounds each single entry. Below, "row sums" in the text always means these absolute row sums.

```lean
omit [DecidableEq ι] in
/-- All absolute row sums of the matrix `A` are at most `a`. -/
def RowBound (A : Matrix ι ι ℂ) (a : ℝ) : Prop := ∀ i, ∑ j, ‖A i j‖ ≤ a
```

Let $B$ be a second matrix with row sums at most $b$. The triangle inequality, applied entry by entry, gives $\sum_j|A_{ij}+B_{ij}|\le a+b$.

```lean
omit [DecidableEq ι] in
/-- Row-sum bounds add when matrices are added. -/
theorem RowBound.add {A B : Matrix ι ι ℂ} {a b : ℝ} (hA : RowBound A a)
    (hB : RowBound B b) : RowBound (A + B) (a + b) := by
  intro i
  calc ∑ j, ‖(A + B) i j‖ ≤ ∑ j, (‖A i j‖ + ‖B i j‖) :=
        Finset.sum_le_sum fun j _ => norm_add_le (A i j) (B i j)
    _ = ∑ j, ‖A i j‖ + ∑ j, ‖B i j‖ := Finset.sum_add_distrib
    _ ≤ a + b := add_le_add (hA i) (hB i)
```

A scalar factor $c$ comes out of each sum as $|c|$.

```lean
omit [DecidableEq ι] in
/-- Scaling a matrix by `c` scales its row-sum bound by `‖c‖`. -/
theorem RowBound.smul {A : Matrix ι ι ℂ} {a : ℝ} (hA : RowBound A a) (c : ℂ) :
    RowBound (c • A) (‖c‖ * a) := by
  intro i
  simp only [Matrix.smul_apply, smul_eq_mul, norm_mul]
  rw [← Finset.mul_sum]
  exact mul_le_mul_of_nonneg_left (hA i) (norm_nonneg c)
```

For products, insert the intermediate configuration $k$ and sum over $j$ first:

$$\sum_j|(AB)_{ij}|\le\sum_k|A_{ik}|\sum_j|B_{kj}|\le\sum_k|A_{ik}|\,b\le ab .$$

The `calc` block follows this line, with `Finset.sum_comm` exchanging the two sums.

```lean
omit [DecidableEq ι] in
/-- Row-sum bounds multiply when matrices are multiplied. -/
theorem RowBound.mul {A B : Matrix ι ι ℂ} {a b : ℝ} (hA : RowBound A a)
    (hB : RowBound B b) (hb : 0 ≤ b) : RowBound (A * B) (a * b) := by
  intro i
  calc ∑ j, ‖(A * B) i j‖ ≤ ∑ j, ∑ k, ‖A i k‖ * ‖B k j‖ := by
        refine Finset.sum_le_sum fun j _ => ?_
        rw [Matrix.mul_apply]
        exact (norm_sum_le _ _).trans (Finset.sum_le_sum fun k _ => norm_mul_le _ _)
    _ = ∑ k, ‖A i k‖ * ∑ j, ‖B k j‖ := by
        rw [Finset.sum_comm]
        simp only [Finset.mul_sum]
    _ ≤ ∑ k, ‖A i k‖ * b :=
        Finset.sum_le_sum fun k _ => mul_le_mul_of_nonneg_left (hB k) (norm_nonneg _)
    _ = (∑ k, ‖A i k‖) * b := by rw [Finset.sum_mul]
    _ ≤ a * b := mul_le_mul_of_nonneg_right (hA i) hb
```

Hence $A^k$ has row sums at most $a^k$ when $a\ge 0$. The induction starts from the identity matrix, whose row sums are all $1$.

```lean
/-- The `k`-th power of a matrix obeys the `k`-th power of its row-sum bound. -/
theorem RowBound.pow {A : Matrix ι ι ℂ} {a : ℝ} (hA : RowBound A a) (ha : 0 ≤ a)
    (k : ℕ) : RowBound (A ^ k) (a ^ k) := by
  induction k with
  | zero =>
    intro i
    rw [pow_zero, pow_zero, Finset.sum_eq_single i]
    · simp
    · intro j _ hj
      rw [Matrix.one_apply_ne (Ne.symm hj), norm_zero]
    · intro h
      exact absurd (Finset.mem_univ i) h
  | succ k ih =>
    rw [pow_succ, pow_succ]
    exact ih.mul hA ha
```

## The error of one step

Let $X$ be the generator of one step, with row sums at most $y\ge 0$. Later $X=-(t/n)H$. The linear step keeps the first two terms of the exponential series, so its error is the remainder

$$e^X-(1+X)=\sum_{k\ge 2}\frac{X^k}{k!}.$$

The $k$-th term has row sums at most $y^k/k!$, which suggests the bound $e^y-(1+y)$.

To justify this, cut the series after $k=m+1$. Induction on $m$, adding one term at a time, gives

$$\sum_j\Big|\Big(\sum_{k=0}^{m+1}\frac{X^k}{k!}-(1+X)\Big)_{ij}\Big|\le\sum_{k=0}^{m+1}\frac{y^k}{k!}-(1+y)\le e^y-(1+y).$$

The left side is a finite sum over $j$ of continuous functions of the entries, so the bound survives the limit $m\to\infty$. In the code, `hentry` obtains convergence of each entry by comparison with the scalar series, `hpart` is the induction, and `le_of_tendsto` takes the limit.

```lean
/-- If `X` has absolute row sums at most `y`, the error of one linear step `1 + X` against `exp X`
has absolute row sums at most `exp y - (1 + y)`. -/
theorem single_step_error {X : Matrix ι ι ℂ} {y : ℝ} (hX : RowBound X y) (hy : 0 ≤ y) :
    RowBound (NormedSpace.exp X - (1 + X)) (Real.exp y - (1 + y)) := by
  obtain ⟨f, hf⟩ : ∃ f : ℕ → Matrix ι ι ℂ,
      ∀ k, f k = ((k.factorial : ℂ)⁻¹) • X ^ k :=
    ⟨fun k => ((k.factorial : ℂ)⁻¹) • X ^ k, fun _ => rfl⟩
  have hterm : ∀ k, RowBound (f k) (y ^ k / (k.factorial : ℝ)) := by
    intro k
    have h := (hX.pow hy k).smul ((k.factorial : ℂ)⁻¹)
    rw [norm_inv, Complex.norm_natCast, ← div_eq_inv_mul] at h
    rw [hf]
    exact h
  have hentry : ∀ i j, Summable fun k => f k i j := fun i j =>
    Summable.of_norm_bounded (g := fun k : ℕ => y ^ k / (k.factorial : ℝ))
      (Real.summable_pow_div_factorial y) fun k =>
        (Finset.single_le_sum (f := fun j => ‖f k i j‖) (fun _ _ => norm_nonneg _)
          (Finset.mem_univ j)).trans (hterm k i)
  have hs : Summable f := Pi.summable.2 fun i => Pi.summable.2 fun j => hentry i j
  have hexp : NormedSpace.exp X = ∑' k, f k := by
    simp only [hf]
    rw [NormedSpace.exp_eq_tsum ℂ]
  -- Beyond the linear terms, the partial sums are bounded by the scalar series.
  have hpart : ∀ m : ℕ, RowBound (∑ k ∈ Finset.range (m + 2), f k - (1 + X))
      (∑ k ∈ Finset.range (m + 2), y ^ k / (k.factorial : ℝ) - (1 + y)) := by
    intro m
    induction m with
    | zero =>
      intro i
      simp [Finset.sum_range_succ, hf]
    | succ m ih =>
      have e1 : ∑ k ∈ Finset.range (m + 1 + 2), f k - (1 + X) =
          (∑ k ∈ Finset.range (m + 2), f k - (1 + X)) + f (m + 2) := by
        rw [show m + 1 + 2 = (m + 2) + 1 by omega, Finset.sum_range_succ f (m + 2),
          add_sub_right_comm]
      have e2 : ∑ k ∈ Finset.range (m + 1 + 2), y ^ k / (k.factorial : ℝ) - (1 + y) =
          (∑ k ∈ Finset.range (m + 2), y ^ k / (k.factorial : ℝ) - (1 + y)) +
            y ^ (m + 2) / ((m + 2).factorial : ℝ) := by
        rw [show m + 1 + 2 = (m + 2) + 1 by omega,
          Finset.sum_range_succ (fun k : ℕ => y ^ k / (k.factorial : ℝ)) (m + 2),
          add_sub_right_comm]
      rw [e1, e2]
      exact ih.add (hterm (m + 2))
  intro i
  have hlim : Tendsto (fun m : ℕ => ∑ k ∈ Finset.range (m + 2), f k) atTop
      (𝓝 (NormedSpace.exp X)) := by
    rw [hexp]
    exact hs.hasSum.tendsto_sum_nat.comp (tendsto_add_atTop_nat 2)
  have hent : ∀ j, Tendsto (fun m : ℕ => (∑ k ∈ Finset.range (m + 2), f k) i j) atTop
      (𝓝 (NormedSpace.exp X i j)) := fun j =>
    ((continuous_id.matrix_elem i j).tendsto (NormedSpace.exp X)).comp hlim
  have hrow : Tendsto
      (fun m : ℕ => ∑ j, ‖(∑ k ∈ Finset.range (m + 2), f k) i j - (1 + X) i j‖) atTop
      (𝓝 (∑ j, ‖NormedSpace.exp X i j - (1 + X) i j‖)) :=
    tendsto_finsetSum _ fun j _ => ((hent j).sub_const _).norm
  simp only [Matrix.sub_apply]
  refine le_of_tendsto hrow (Eventually.of_forall fun m => ?_)
  have h := hpart m i
  simp only [Matrix.sub_apply] at h
  exact h.trans (sub_le_sub_right (Real.sum_le_exp_of_nonneg hy _) _)
```

## The error after $n$ steps

The scalar bound is of second order. From $1-y\le e^{-y}$ follows $e^y(1-y)\le 1$. Multiplying by $1+y\ge 0$ gives $e^y(1-y^2)\le 1+y$, that is,

$$e^y-(1+y)\le y^2e^y .$$

Now write $D_n=e^{nX}-(1+X)^n$ for the accumulated error. One further step gives

$$D_{n+1}=D_n\,e^X+(1+X)^n\big(e^X-(1+X)\big):$$

the old error is propagated exactly, and one new single-step error is added. The row sums of $1+X$ are at most $1+y\le e^y$. Those of $e^X=(e^X-(1+X))+(1+X)$ are at most $e^y$ as well. If $D_n$ has row sums at most $ny^2e^{ny}$, those of $D_{n+1}$ are therefore at most

$$ny^2e^{ny}\,e^y+e^{ny}\,y^2e^y=(n+1)\,y^2e^{(n+1)y}.$$

Since $D_0=0$, induction proves the bound for every $n$. The scalar estimate is `hsq`, and the recursion for $D_{n+1}$ is assembled in the `succ` case.

```lean
/-- If `X` has absolute row sums at most `y`, the error accumulated over `n` linear steps has
absolute row sums at most `n y² exp (n y)`. -/
theorem accumulated_error {X : Matrix ι ι ℂ} {y : ℝ} (hX : RowBound X y) (hy : 0 ≤ y)
    (n : ℕ) : RowBound (NormedSpace.exp (n • X) - (1 + X) ^ n)
      (n * y ^ 2 * Real.exp (n * y)) := by
  rw [Matrix.exp_nsmul, Real.exp_nat_mul]
  have hab : 1 + y ≤ Real.exp y := by linarith [Real.add_one_le_exp y]
  have hb : 0 ≤ Real.exp y := (Real.exp_pos y).le
  have hone : RowBound (1 : Matrix ι ι ℂ) 1 := by
    have h := hX.pow hy 0
    rwa [pow_zero, pow_zero] at h
  have hA : RowBound (1 + X) (1 + y) := hone.add hX
  have hstep := single_step_error hX hy
  have hB : RowBound (NormedSpace.exp X) (Real.exp y) := by
    have h := hstep.add hA
    rwa [sub_add_cancel, sub_add_cancel] at h
  -- The scalar one-step error is of second order.
  have hsq : Real.exp y - (1 + y) ≤ y ^ 2 * Real.exp y := by
    have h1 : Real.exp y * (1 - y) ≤ 1 := by
      calc Real.exp y * (1 - y) ≤ Real.exp y * Real.exp (-y) :=
            mul_le_mul_of_nonneg_left (by linarith [Real.add_one_le_exp (-y)]) hb
        _ = 1 := by rw [← Real.exp_add, add_neg_cancel, Real.exp_zero]
    have h2 := mul_le_mul_of_nonneg_left h1 (by linarith : 0 ≤ 1 + y)
    linarith
  have herr : RowBound (NormedSpace.exp X - (1 + X)) (y ^ 2 * Real.exp y) :=
    fun i => (hstep i).trans hsq
  have hA' : RowBound (1 + X) (Real.exp y) := fun i => (hA i).trans hab
  induction n with
  | zero =>
    intro i
    simp
  | succ n ih =>
    -- Old error propagated exactly, plus one new error.
    have h := (ih.mul hB hb).add
      ((hA'.pow hb n).mul herr (mul_nonneg (sq_nonneg y) hb))
    rw [sub_mul, mul_sub, sub_add_sub_cancel, ← pow_succ, ← pow_succ] at h
    refine fun i => (h i).trans (le_of_eq ?_)
    push_cast
    ring
```

## An explicit $1/n$ bound at fixed total time

Let $K$ bound the absolute row sums of $H$, and take $n\ge 1$. The generator $X=-(t/n)H$ has row sums at most $y=|t|K/n$, so $ny=|t|K$ and

$$ny^2e^{ny}=\frac{(|t|K)^2e^{|t|K}}{n}.$$

A single entry is no larger than its row sum, hence

$$\Big|\big(P_{t/n}^{\,n}\big)_{ij}-\big(e^{-tH}\big)_{ij}\Big|\le\frac{(|t|K)^2e^{|t|K}}{n}.$$

This is the statement of `time_step_error`, with `hK` as the assumption on the row sums. The proof identifies $1+X$ with the linear projector (`h1`) and $nX$ with $-tH$ (`h2`), then applies the accumulated bound. The estimate is only an upper bound: its prefactor grows exponentially with $|t|K$, and the actual error may be much smaller.

```lean
/-- If all absolute row sums of `H` are at most `K`, then `n` linear steps reproduce each
element of the exact propagator up to `(|t| K)² exp (|t| K) / n`. -/
theorem time_step_error {H : Matrix ι ι ℂ} {K : ℝ} (hK : RowBound H K) (t : ℝ)
    {n : ℕ} (hn : 0 < n) (i j : ι) :
    ‖(linearProjector H (t / n) ^ n) i j - propagator H t i j‖ ≤
      (|t| * K) ^ 2 * Real.exp (|t| * K) / n := by
  have hK0 : 0 ≤ K := (Finset.sum_nonneg fun _ _ => norm_nonneg _).trans (hK i)
  have hn' : (0 : ℝ) < n := by exact_mod_cast hn
  have hnc : (n : ℂ) ≠ 0 := by exact_mod_cast hn.ne'
  have hX := hK.smul (-((t / n : ℝ) : ℂ))
  rw [norm_neg, Complex.norm_real, Real.norm_eq_abs, abs_div, abs_of_pos hn'] at hX
  have h1 : linearProjector H (t / n) = 1 + (-((t / n : ℝ) : ℂ)) • H := by
    rw [linearProjector, neg_smul, sub_eq_add_neg]
  have h2 : (-(t : ℂ)) • H = n • ((-((t / n : ℝ) : ℂ)) • H) := by
    rw [← Nat.cast_smul_eq_nsmul ℂ, smul_smul]
    congr 1
    push_cast
    field_simp
  have hy : 0 ≤ |t| / n * K := by positivity
  have hny : n * (|t| / n * K) = |t| * K := by field_simp
  have h := accumulated_error hX hy n i
  rw [← h2, ← h1, hny] at h
  have hfin : n * (|t| / n * K) ^ 2 * Real.exp (|t| * K) =
      (|t| * K) ^ 2 * Real.exp (|t| * K) / n := by
    rw [eq_div_iff hn'.ne']
    linear_combination
      (n * (|t| / n * K) + |t| * K) * Real.exp (|t| * K) * hny
  rw [norm_sub_rev, ← hfin]
  exact (Finset.single_le_sum
    (f := fun j => ‖propagator H t i j - (linearProjector H (t / n) ^ n) i j‖)
    (fun _ _ => norm_nonneg _) (Finset.mem_univ j)).trans h
```

## Convergence of every matrix element

A finite matrix always has such a $K$; the sum of all $|H_{ij}|$ will do. At fixed $t$ the right side of the bound tends to zero, so

$$\lim_{n\to\infty}\big(P_{t/n}^{\,n}\big)_{ij}=\big(e^{-tH}\big)_{ij}$$

for all $i$ and $j$. The theorem `linearProjector_tendsto` says this for every complex $H$ and real $t$, with no condition on the spectrum. `Tendsto … atTop (𝓝 …)` is the limit $n\to\infty$, and `squeeze_zero'` traps the error between zero and the bound.

```lean
/-- As the number of steps grows at fixed total imaginary time `t`, every element of the
repeated linear projector converges to that of `exp (-t H)`. -/
theorem linearProjector_tendsto (H : Matrix ι ι ℂ) (t : ℝ) (i j : ι) :
    Tendsto (fun n : ℕ => (linearProjector H (t / n) ^ n) i j) atTop
      (𝓝 (propagator H t i j)) := by
  obtain ⟨K, hK⟩ : ∃ K, RowBound H K := ⟨∑ i, ∑ j, ‖H i j‖, fun i =>
    Finset.single_le_sum (f := fun i => ∑ j, ‖H i j‖)
      (fun _ _ => Finset.sum_nonneg fun _ _ => norm_nonneg _) (Finset.mem_univ i)⟩
  rw [tendsto_iff_norm_sub_tendsto_zero]
  refine squeeze_zero' (Eventually.of_forall fun _ => norm_nonneg _) ?_
    (tendsto_const_div_atTop_nhds_zero_nat ((|t| * K) ^ 2 * Real.exp (|t| * K)))
  filter_upwards [eventually_gt_atTop 0] with n hn
  exact time_step_error hK t hn i j
```

## Convergence of the mixed energy

Let $\psi$ be the initial population vector and $\psi_n=P_{t/n}^{\,n}\psi$ the vector after $n$ steps. For any fixed row vector $u$,

$$\sum_i u_i(\psi_n)_i=\sum_{i,j}u_i\big(P_{t/n}^{\,n}\big)_{ij}\psi_j\;\longrightarrow\;\sum_{i,j}u_i\big(e^{-tH}\big)_{ij}\psi_j ,$$

because the sums are finite. Taking $u=\varphi^\dagger$ gives the denominator of the estimator, and $u=\varphi^\dagger H$ gives the numerator. If $\langle\varphi|e^{-tH}\psi\rangle\neq 0$, the quotient converges too:

$$E_\varphi(\psi_n)\longrightarrow E_\varphi\big(e^{-tH}\psi\big).$$

The assumption `hφ` means that the trial state retains some overlap with the exactly propagated state. The overlap at finite $n$ is then nonzero once $n$ is large enough, so the limit is not affected by a vanishing denominator at small $n$. In the proof, `key` is the convergence of overlaps and `hmove` lets $H$ act to the left.

For the walker methods described at the start, in a finite basis, this means that the time-step error of the mean propagation can be made as small as desired at fixed $t$, provided the shift is held constant. This error concerns the evolution up to time $t$, not the eigenvectors: if $H\psi=E\psi$, then $(1-\tau H)\psi=(1-\tau E)\psi$ for every $\tau$, so an eigenvector of $H$ is reproduced up to a factor with steps of any length. The theorems concern deterministic matrices and vectors. Statistical noise, population control with a varying shift, and the approach to the ground state as $t\to\infty$ are separate questions.

```lean
/-- If the trial state overlaps the exactly propagated state, the mixed energy estimator of
the linear projection converges to that of exact imaginary-time propagation. -/
theorem mixedEnergy_tendsto (H : Matrix ι ι ℂ) (t : ℝ) (φ ψ : ι → ℂ)
    (hφ : star φ ⬝ᵥ (propagator H t *ᵥ ψ) ≠ 0) :
    Tendsto (fun n : ℕ => mixedEnergy H φ (linearProjector H (t / n) ^ n *ᵥ ψ)) atTop
      (𝓝 (mixedEnergy H φ (propagator H t *ᵥ ψ))) := by
  -- Overlaps with any fixed vector converge, being finite sums of matrix elements.
  have key : ∀ u : ι → ℂ,
      Tendsto (fun n : ℕ => u ⬝ᵥ (linearProjector H (t / n) ^ n *ᵥ ψ)) atTop
        (𝓝 (u ⬝ᵥ (propagator H t *ᵥ ψ))) := by
    intro u
    simp only [dotProduct, Matrix.mulVec]
    exact tendsto_finsetSum _ fun i _ => Tendsto.const_mul _
      (tendsto_finsetSum _ fun j _ => (linearProjector_tendsto H t i j).mul_const _)
  -- Let `H` act to the left on the row vector `star φ`, so the numerator has the form in `key`.
  have hmove : ∀ w : ι → ℂ, mixedEnergy H φ w = ((star φ ᵥ* H) ⬝ᵥ w) / (star φ ⬝ᵥ w) := by
    intro w
    rw [mixedEnergy, Matrix.dotProduct_mulVec]
  simp only [hmove]
  exact (key (star φ ᵥ* H)).div (key (star φ)) hφ

end

end LinearProjectorLimit
```

```lean
#print axioms LinearProjectorLimit.linearProjector_tendsto
-- 'LinearProjectorLimit.linearProjector_tendsto' depends on axioms: [propext, Classical.choice, Quot.sound]
#print axioms LinearProjectorLimit.mixedEnergy_tendsto
-- 'LinearProjectorLimit.mixedEnergy_tendsto' depends on axioms: [propext, Classical.choice, Quot.sound]
```
